# Counting achiral isomers by the configurations that improper operations fix

Place ligands on the sites of a rigid molecular skeleton: how many of the resulting isomers coincide with their mirror images? A configuration is one assignment of ligands to labelled sites. Two configurations are the same isomer if a proper rotation turns one into the other, so enantiomers count as two isomers. Operations outside the rotation group, such as reflections, are called improper.

```lean
import Mathlib

open MulAction
open scoped Classical

namespace AchiralIsomerCount

variable {G X : Type*} [Group G] [MulAction G X]
```

`G` is the group of all symmetry operations, `X` is the set of configurations, and `g • x` is the configuration obtained by applying g to x. Finiteness is assumed only where something is counted.

```lean
/-- The achiral isomers: orbits of configurations under the subgroup `H` of proper rotations
that every operation of the full group `G` maps onto themselves. -/
def achiralIsomers (H : Subgroup G) (X : Type*) [MulAction G X] : Set (Set X) :=
  {O | (∃ x : X, O = orbit H x) ∧ ∀ g : G, (fun y => g • y) '' O = O}
```

`H` is the subgroup of proper rotations. An isomer is an orbit Hx = {hx : h ∈ H}, treated as a set of configurations. It is achiral if every g in G maps this set onto itself.

```lean
/-- The number of improper operations (those outside `H`) that leave the configuration `x`
unchanged. -/
noncomputable def improperSymmetries [Fintype G] (H : Subgroup G) (x : X) : ℕ :=
  (Finset.univ.filter fun g : G => g ∉ H ∧ g • x = x).card
```

Despite its plural name, `improperSymmetries H x` is a number. Write it i(x): how many improper operations fix x.

```lean
/-- Symmetry criterion for chirality: when the proper rotations have index two, the isomer of a
configuration is achiral exactly if some improper operation leaves the configuration unchanged. -/
theorem achiral_iff_improper_symmetry {H : Subgroup G} (hH : H.index = 2) (x : X) :
    orbit H x ∈ achiralIsomers H X ↔ ∃ g : G, g ∉ H ∧ g • x = x := by
  constructor
  · rintro ⟨-, hO⟩
    have hex : ∃ g : G, g ∉ H := by
      by_contra! hc
      have ht : H = ⊤ := (Subgroup.eq_top_iff' H).2 hc
      simp [ht] at hH
    obtain ⟨g, hg⟩ := hex
    have hgx : g • x ∈ orbit H x := by
      rw [← hO g]
      exact ⟨x, mem_orbit_self x, rfl⟩
    -- a rotation brings the mirror image back onto `x`
    obtain ⟨h, hh⟩ := hgx
    have hh' : (h : G) • x = g • x := hh
    refine ⟨(h : G)⁻¹ * g, fun hm => hg ?_, ?_⟩
    · have := H.mul_mem h.2 hm
      rwa [mul_inv_cancel_left] at this
    · rw [mul_smul, ← hh', inv_smul_smul]
  · rintro ⟨s, hs, hsx⟩
    have key : ∀ g : G, g • x ∈ orbit H x := by
      intro g
      by_cases hg : g ∈ H
      · exact ⟨⟨g, hg⟩, rfl⟩
      · have hgs : g * s ∈ H :=
          (Subgroup.mul_mem_iff_of_index_two hH).2 (iff_of_false hg hs)
        refine ⟨⟨g * s, hgs⟩, ?_⟩
        change (g * s) • x = g • x
        rw [mul_smul, hsx]
    refine ⟨⟨x, rfl⟩, fun g => Set.Subset.antisymm ?_ ?_⟩
    · rintro _ ⟨_, ⟨h, rfl⟩, rfl⟩
      change g • ((h : G) • x) ∈ orbit H x
      rw [← mul_smul]
      exact key _
    · rintro _ ⟨h, rfl⟩
      refine ⟨(g⁻¹ * (h : G)) • x, key _, ?_⟩
      change g • ((g⁻¹ * (h : G)) • x) = (h : G) • x
      rw [← mul_smul, mul_inv_cancel_left]
```

The hypothesis `H.index = 2` says that H is half of G. Physically, the skeleton has improper operations, and two of them in succession make a proper rotation. A skeleton with rotations only is excluded.

Suppose Hx is achiral and take an improper g. Then gx lies in Hx, so gx = hx for some h in H. The operation s = h⁻¹g fixes x, and it is improper, since otherwise g = hs would be in H.

Conversely, let an improper s fix x. If g is proper, gx is in Hx. If g is improper, gs is proper and gx = gsx is again in Hx. This is `key`: all of Gx lies in Hx. Hence g maps Hx into itself, and onto itself because hx = g(g⁻¹hx). The two inclusions are joined by `Set.Subset.antisymm`.

```lean
/-- For a configuration of an achiral isomer, the size of its rotation orbit times the number of its
improper symmetries is the order of the rotation group, which has index two in the finite group `G`.
-/
theorem orbit_mul_improperSymmetries [Fintype G] {H : Subgroup G} (hH : H.index = 2) (x : X)
    (hx : orbit H x ∈ achiralIsomers H X) :
    (orbit H x).ncard * improperSymmetries H x = Nat.card H := by
  obtain ⟨s, hs, hsx⟩ := (achiral_iff_improper_symmetry hH x).1 hx
  have hsx' : s⁻¹ • x = x := by rw [inv_smul_eq_iff, hsx]
  have hs' : s⁻¹ ∉ H := fun h => hs (H.inv_mem_iff.1 h)
  -- multiplication by `s` exchanges improper and proper symmetries of `x`
  have e : {g : G // g ∉ H ∧ g • x = x} ≃ stabilizer H x :=
    { toFun := fun g => ⟨⟨g.1 * s,
        (Subgroup.mul_mem_iff_of_index_two hH).2 (iff_of_false g.2.1 hs)⟩, by
          rw [mem_stabilizer_iff]
          change (g.1 * s) • x = x
          rw [mul_smul, hsx, g.2.2]⟩
      invFun := fun h => ⟨(h.1 : G) * s⁻¹, fun hm =>
        hs' (((Subgroup.mul_mem_iff_of_index_two hH).1 hm).1 h.1.2), by
          have hh : (h.1 : G) • x = x := mem_stabilizer_iff.1 h.2
          rw [mul_smul, hsx', hh]⟩
      left_inv := fun g => Subtype.ext (mul_inv_cancel_right _ _)
      right_inv := fun h => Subtype.ext (Subtype.ext (inv_mul_cancel_right _ _)) }
  have hc : improperSymmetries H x = Nat.card (stabilizer H x) := by
    rw [← Nat.card_congr e, Nat.card_eq_fintype_card, Fintype.card_subtype]
    rfl
  rw [hc, ← index_stabilizer, Subgroup.index_mul_card]
```

Let Hₓ be the group of proper rotations fixing x, and let s be an improper operation fixing x. The map g ↦ gs turns improper symmetries of x into proper ones, and h ↦ hs⁻¹ reverses it. This bijection is `e`, and it gives i(x) = |Hₓ|. The orbit-stabilizer theorem then yields, for an achiral isomer,

|Hx| · i(x) = |Hx| · |Hₓ| = |H|.

In Lean, `ncard` is the number of elements of a set, and `Nat.card H` is |H|.

```lean
/-- For finite `G` and `X` and rotations of index two, the numbers of improper symmetries of the
configurations whose rotation orbit is `O` add up to the order of the rotation group if `O` is an
achiral isomer, and to zero otherwise. -/
theorem sum_improperSymmetries_orbit [Fintype G] [Fintype X] {H : Subgroup G}
    (hH : H.index = 2) (O : Set X) :
    ∑ x ∈ Finset.univ.filter (fun x : X => orbit H x = O), improperSymmetries H x =
      if O ∈ achiralIsomers H X then Nat.card H else 0 := by
  split_ifs with hO
  · obtain ⟨x₀, rfl⟩ := hO.1
    have h₀ := orbit_mul_improperSymmetries hH x₀ hO
    have hpos : 0 < (orbit H x₀).ncard := by
      apply Nat.pos_of_ne_zero
      intro hz
      rw [hz, zero_mul] at h₀
      exact (Nat.card_pos (α := H)).ne h₀
    have hF : (Finset.univ.filter (fun x : X => orbit H x = orbit H x₀)).card =
        (orbit H x₀).ncard := by
      rw [← Set.ncard_coe_finset]
      congr 1
      ext x
      simp [orbit_eq_iff]
    rw [Finset.sum_const_nat (m := improperSymmetries H x₀), hF, h₀]
    intro x hx
    have hx' : orbit H x = orbit H x₀ := (Finset.mem_filter.1 hx).2
    have h₁ := orbit_mul_improperSymmetries hH x (by rw [hx']; exact hO)
    rw [hx'] at h₁
    exact Nat.eq_of_mul_eq_mul_left hpos (h₁.trans h₀.symm)
  · apply Finset.sum_eq_zero
    intro x hx
    have hx' : orbit H x = O := (Finset.mem_filter.1 hx).2
    refine Finset.card_eq_zero.2 (Finset.filter_eq_empty_iff.2 fun g _ hg => hO ?_)
    rw [← hx']
    exact (achiral_iff_improper_symmetry hH x).2 ⟨g, hg⟩
```

On an achiral isomer O, the previous result gives i(x) = |H|/|O| for each of its |O| configurations, so

∑_{x ∈ O} i(x) = |H|.

Lean obtains the constancy of i(x) by cancelling the positive orbit size. On a chiral isomer every i(x) is zero, by the symmetry criterion. The statement admits any set O; if O is not an orbit, the sum is empty.

```lean
/-- Double counting: for finite `G` and `X` and rotations of index two, the numbers of
configurations fixed by the improper operations add up to the number of achiral isomers times the
order of the rotation group. -/
theorem sum_improper_fixed [Fintype G] [Fintype X] {H : Subgroup G} (hH : H.index = 2) :
    ∑ g ∈ Finset.univ.filter (fun g : G => g ∉ H), (fixedBy X g).ncard =
      (achiralIsomers H X).ncard * Nat.card H := by
  have hfix : ∀ g : G, (fixedBy X g).ncard =
      (Finset.univ.filter fun x : X => g • x = x).card := by
    intro g
    rw [← Set.ncard_coe_finset]
    congr 1
    ext x
    simp
  have hA : (achiralIsomers H X).ncard =
      (Finset.univ.filter fun O : Set X => O ∈ achiralIsomers H X).card := by
    rw [← Set.ncard_coe_finset]
    congr 1
    ext O
    simp
  -- exchange the sums over operations and configurations
  have hswap : ∑ g ∈ Finset.univ.filter (fun g : G => g ∉ H), (fixedBy X g).ncard =
      ∑ x : X, improperSymmetries H x := by
    rw [Finset.sum_congr rfl (fun g _ => hfix g)]
    simp only [improperSymmetries, Finset.card_filter]
    rw [Finset.sum_comm]
    refine Finset.sum_congr rfl fun x _ => ?_
    rw [Finset.sum_filter]
    refine Finset.sum_congr rfl fun g _ => ?_
    by_cases h : g ∈ H <;> simp [h]
  -- collect the configurations orbit by orbit
  rw [hswap, ← Finset.sum_fiberwise Finset.univ (fun x : X => orbit H x),
    Finset.sum_congr rfl (fun O _ => sum_improperSymmetries_orbit hH O),
    ← Finset.sum_filter, Finset.sum_const, smul_eq_mul, hA]
```

Let Fix(g) be the set of configurations fixed by g, written `fixedBy X g`, and let A be the number of achiral isomers. Count the pairs (g, x) with g improper and gx = x, first by operation and then by configuration:

∑_{g ∉ H} |Fix(g)| = ∑ₓ i(x) = A · |H|.

The first equality is `hswap`. For the second, `Finset.sum_fiberwise` groups the configurations by orbit, and each achiral orbit contributes |H|.

```lean
/-- The number of achiral isomers is the sum of the fixed-point counts of the improper operations
divided by the order of the rotation group, for a finite group acting on finitely many
configurations with rotations of index two. -/
theorem card_achiralIsomers [Fintype G] [Fintype X] {H : Subgroup G} (hH : H.index = 2) :
    ((achiralIsomers H X).ncard : ℚ) =
      (∑ g ∈ Finset.univ.filter (fun g : G => g ∉ H), ((fixedBy X g).ncard : ℚ)) /
        (Nat.card H : ℚ) := by
  have hpos : (Nat.card H : ℚ) ≠ 0 := Nat.cast_ne_zero.2 (Nat.card_pos (α := H)).ne'
  rw [eq_div_iff hpos]
  exact_mod_cast (sum_improper_fixed (X := X) hH).symm
```

Division by |H|, which is nonzero, gives the counting formula:

A = (1/|H|) ∑_{g ∉ H} |Fix(g)|.

The numbers are read in ℚ, so the division is the ordinary one.

```lean
/-- For finite `G` and `X` and rotations of index two, the number of isomers with enantiomers
distinguished plus the number of achiral isomers is twice the number of isomers with enantiomers
identified. -/
theorem isomers_add_achiral [Fintype G] [Fintype X] {H : Subgroup G} (hH : H.index = 2) :
    Nat.card (orbitRel.Quotient H X) + (achiralIsomers H X).ncard =
      2 * Nat.card (orbitRel.Quotient G X) := by
  -- orbit counting for the full group and for the rotations
  have bG : ∑ g : G, (fixedBy X g).ncard =
      Nat.card (orbitRel.Quotient G X) * Nat.card G := by
    have b := sum_card_fixedBy_eq_card_orbits_mul_card_group G X
    simp only [← Nat.card_eq_fintype_card, Nat.card_coe_set_eq] at b
    exact b
  have bH : ∑ h : H, (fixedBy X (h : G)).ncard =
      Nat.card (orbitRel.Quotient H X) * Nat.card H := by
    have b := sum_card_fixedBy_eq_card_orbits_mul_card_group H X
    simp only [← Nat.card_eq_fintype_card, Nat.card_coe_set_eq] at b
    exact b
  have hs : ∑ g ∈ Finset.univ.filter (fun g : G => g ∈ H), (fixedBy X g).ncard =
      ∑ h : H, (fixedBy X (h : G)).ncard :=
    Finset.sum_subtype _ (by simp) _
  have hsplit := Finset.sum_filter_add_sum_filter_not Finset.univ (fun g : G => g ∈ H)
    (fun g => (fixedBy X g).ncard)
  rw [hs, bH, sum_improper_fixed hH, bG, ← H.index_mul_card, hH] at hsplit
  apply Nat.eq_of_mul_eq_mul_right (Nat.card_pos (α := H))
  linarith
```

Let N_H be the number of isomers with enantiomers distinguished and N_G the number with enantiomers identified. Orbit counting (Burnside's lemma) for each group gives

∑_{g ∈ G} |Fix(g)| = N_G · |G| = 2 N_G · |H|,

∑_{h ∈ H} |Fix(h)| = N_H · |H|.

The improper operations supply the difference, A · |H|. `hsplit` adds the two parts, and cancelling |H| leaves

N_H + A = 2 N_G.

If each configuration stands for a single molecular geometry, N_G electronic-structure calculations are enough to obtain the energies of all N_H isomers, because the enantiomers of an isolated molecule have equal energies when parity violation is neglected.

```lean
/-- Four different ligands, each itself achiral, on a tetrahedral centre, permuted by all site
permutations with the even ones as proper rotations, form no achiral isomer. -/
theorem four_different_ligands :
    achiralIsomers (alternatingGroup (Fin 4)) (Equiv.Perm (Fin 4)) = ∅ := by
  ext O
  simp only [Set.mem_empty_iff_false, iff_false]
  intro hO
  obtain ⟨x, rfl⟩ := hO.1
  obtain ⟨g, hg, hx⟩ :=
    (achiral_iff_improper_symmetry alternatingGroup.index_eq_two x).1 hO
  -- only the identity keeps four different ligands in place
  have h1 : g = 1 := by
    rw [smul_eq_mul] at hx
    exact mul_right_cancel (hx.trans (one_mul x).symm)
  exact hg (h1 ▸ Subgroup.one_mem _)

end AchiralIsomerCount
```

Here a configuration is a permutation x sending each of four different ligands to its site, and g acts by gx. All site permutations form G; the even ones are the rotations of the tetrahedron. If gx = x, cancelling x gives g = 1, which is proper. No improper operation fixes a configuration, so the set of achiral isomers is empty. The ligands are taken to be achiral themselves, since gx moves ligands between sites without reflecting them. If two of the four are enantiomers of each other and the other two are achiral, the molecule can have a mirror plane, and this model does not apply.

In every application, the choice of G, H and X is an input: that the molecule keeps its skeleton, and that only rotations interconvert its configurations, has to come from chemistry.

```lean
#print axioms AchiralIsomerCount.card_achiralIsomers
#print axioms AchiralIsomerCount.isomers_add_achiral
#print axioms AchiralIsomerCount.four_different_ligands
```

```
'AchiralIsomerCount.card_achiralIsomers' depends on axioms: [propext, Classical.choice, Quot.sound]
'AchiralIsomerCount.isomers_add_achiral' depends on axioms: [propext, Classical.choice, Quot.sound]
'AchiralIsomerCount.four_different_ligands' depends on axioms: [propext, Classical.choice, Quot.sound]
```
